# Antisymmetry and Hermiticity of ⟨pq‖rs⟩ for complex spin orbitals

## Can I still store only p < q and r < s?

Before a second-order perturbation or coupled-cluster calculation over spin orbitals, I compute the antisymmetrized integrals $\langle pq\|rs\rangle$ only for $p<q$ and $r<s$, and get the other elements by changing signs. Now I have a molecule in a magnetic field and the orbitals are complex. In the plain integrals $\langle pq|rs\rangle$ I can no longer swap $p$ with $r$ alone, as I could with real orbitals, and each antisymmetrized integral is a difference of two complex numbers. Which of my index relations survive? And does the exchange part leave the energy of a determinant real?

## Particle exchange gives the sign, Hermiticity the conjugate

Your storage scheme survives, and the interaction energy is real, provided that the integrals are unchanged when the two particles are exchanged and are Hermitian. Complex orbitals with a real, symmetric interaction satisfy both conditions.

Write the integrals in physicists' order,

$$V(p,q,r,s)=\iint \varphi_p^*(x)\,\varphi_q^*(y)\,w(x,y)\,\varphi_r(x)\,\varphi_s(y)\,dx\,dy ,$$

where $x$ and $y$ are the space-spin coordinates of the two electrons, $\varphi_p$ is a spin orbital and $w$ is the interaction. Renaming $x\leftrightarrow y$ and using $w(x,y)=w(y,x)$ gives $V(p,q,r,s)=V(q,p,s,r)$. Complex conjugation, with $w$ real, gives $V(p,q,r,s)=V(r,s,p,q)^*$.

Let $A(p,q,r,s)=V(p,q,r,s)-V(p,q,s,r)$, which is your $\langle pq\|rs\rangle$. Swapping $r$ and $s$ changes its sign by definition. For the first pair, particle exchange in both terms gives

$$A(q,p,r,s)=V(q,p,r,s)-V(q,p,s,r)=V(p,q,s,r)-V(p,q,r,s)=-A(p,q,r,s).$$

Hermiticity of $A$ uses both symmetries:

$$A(r,s,p,q)^*=V(r,s,p,q)^*-V(r,s,q,p)^*=V(p,q,r,s)-V(q,p,r,s)=V(p,q,r,s)-V(p,q,s,r),$$

and the last expression is $A(p,q,r,s)$. Setting $p=q$ in the sign rule gives $A(p,p,r,s)=-A(p,p,r,s)$, so this element is zero. Setting $r=p$ and $s=q$ in the Hermiticity rule shows that $A(p,q,p,q)$ equals its own conjugate, so it is real. The interaction energy of a determinant of orthonormal spin orbitals,

$$E_{\mathrm{int}}=\tfrac12\sum_{i,j\ \mathrm{occ}}A(i,j,i,j),$$

is then a sum of real numbers.

## Looking up an element, and using it in the second-order energy

With ten spin orbitals there are 45 pairs $p<q$, so $A$ is a Hermitian $45\times45$ matrix. It is fixed by 45 real diagonal elements and 990 complex elements above the diagonal. Suppose the calculation asks for $A(7,3,2,5)$ and the stored element is $A(2,5,3,7)$. Ordering the first pair gives a minus sign, and exchanging the pairs gives a conjugate:

$$A(7,3,2,5)=-A(3,7,2,5)=-A(2,5,3,7)^*.$$

In the second-order energy over canonical orbitals, the product $A(i,j,a,b)\,A(a,b,i,j)$ of occupied $i,j$ and virtual $a,b$ becomes $|A(i,j,a,b)|^2$ by Hermiticity. This is unchanged by a swap within either pair, so the factor $\tfrac14$ in front of the unrestricted sum is absorbed by summing over $i<j$ and $a<b$ only.

## The determinant inside the integral

The sign rule also shows what $A$ measures. Let $D_{pq}(x,y)=\varphi_p(x)\varphi_q(y)-\varphi_q(x)\varphi_p(y)$ be the unnormalised two-electron determinant. Since $A(p,q,r,s)=-A(q,p,r,s)$,

$$A(p,q,r,s)=\tfrac12\bigl[A(p,q,r,s)-A(q,p,r,s)\bigr].$$

The integrand of $A(p,q,r,s)$ is $\varphi_p^*(x)\varphi_q^*(y)\,w\,D_{rs}(x,y)$, and that of $A(q,p,r,s)$ has $p$ and $q$ interchanged. Their difference is $D_{pq}^*\,w\,D_{rs}$, hence

$$A(p,q,r,s)=\tfrac12\iint D_{pq}^*(x,y)\,w(x,y)\,D_{rs}(x,y)\,dx\,dy .$$

For orthonormal orbitals and $p\neq q$, $r\neq s$, the normalised determinants are $D/\sqrt2$, and $A$ is exactly the matrix element of $w$ between them. On the diagonal,

$$V(p,q,p,q)-V(p,q,q,p)=\tfrac12\iint w(x,y)\,|D_{pq}(x,y)|^2\,dx\,dy .$$

For a nonnegative interaction this is nonnegative, so the exchange integral never exceeds the Coulomb integral.

## What the Lean statements say

`V : ι → ι → ι → ι → ℂ` is a four-index complex array, and `ι` is the set of spin-orbital labels, which may be any type. `IsTwoBody V` states the two symmetries. Its field `exchange` means relabelling the two particles; it is not the exchange integral. `antisymmetrized V p q r s` is $A(p,q,r,s)$, and `conj` is complex conjugation.

The theorem `antisymmetrized_symmetries` assumes `IsTwoBody V` and concludes five things: a sign change in each pair, Hermiticity under exchange of the pairs, zero when the first two indices agree, and a vanishing imaginary part of $A(p,q,p,q)$. `interactionEnergy_real` covers any finite set `occ` of occupied labels, including the empty one. The energy formula is taken as a definition there; it is not derived from a many-electron wavefunction.

The two symmetries stand for identical particles and a real, symmetric interaction. `gridIntegral` makes this explicit with orbitals `φ p x` on a finite set `X` of space-spin points, where sums replace the integrals and `w` includes any quadrature weights. The theorem `gridIntegral_isTwoBody` derives both symmetries: particle exchange from `hw`, the symmetry of `w`, and Hermiticity from the fact that `w` is real. The orbitals need not be normalised or orthogonal. `slaterPair` is $D_{pq}$, and `antisymmetrized_eq_slater` is the determinant formula above as a double sum.

`exchange_le_coulomb` adds the hypothesis `hpos` that `w` is nonnegative, as it is for repelling electrons when the quadrature weights are nonnegative. It compares real parts, which loses nothing, because the two symmetries make both integrals real. It bounds the exchange integral from above and says nothing about its sign.

The result bears on Hartree–Fock and correlated calculations in a spin-orbital basis whose integrals have these two symmetries. The step left to analysis is from the finite grid to continuous space, where the Coulomb interaction is singular at coinciding positions: for those integrals `IsTwoBody` enters as an assumption.

```lean
import Mathlib

open ComplexConjugate

namespace AntisymmetrizedIntegrals

noncomputable section

variable {ι X : Type*}

/-- The symmetries of complex two-electron integrals in physicists' order:
exchange of the two particles, and Hermiticity. -/
structure IsTwoBody (V : ι → ι → ι → ι → ℂ) : Prop where
  exchange : ∀ p q r s, V p q r s = V q p s r
  hermitian : ∀ p q r s, V p q r s = conj (V r s p q)

/-- The antisymmetrized integral `A(p,q,r,s) = V(p,q,r,s) - V(p,q,s,r)`. -/
def antisymmetrized (V : ι → ι → ι → ι → ℂ) (p q r s : ι) : ℂ :=
  V p q r s - V p q s r

/-- For orthonormal spin orbitals, the electron interaction energy of the determinant with occupied
labels `occ`: half the sum of `A(i,j,i,j)` over occupied `i` and `j`. -/
def interactionEnergy (V : ι → ι → ι → ι → ℂ) (occ : Finset ι) : ℂ :=
  (∑ i ∈ occ, ∑ j ∈ occ, antisymmetrized V i j i j) / 2

/-- Two-electron integrals of spin orbitals `φ` on a finite grid of space-spin points,
with a real interaction `w` that includes any quadrature weights. -/
def gridIntegral [Fintype X] (w : X → X → ℝ) (φ : ι → X → ℂ) (p q r s : ι) : ℂ :=
  ∑ x, ∑ y, conj (φ p x) * conj (φ q y) * (w x y : ℂ) * φ r x * φ s y

/-- The unnormalised two-electron determinant of the spin orbitals `p` and `q`. -/
def slaterPair (φ : ι → X → ℂ) (p q : ι) (x y : X) : ℂ :=
  φ p x * φ q y - φ q x * φ p y

/-- If the integrals are unchanged by exchange of the particles and Hermitian,
the antisymmetrized integral changes sign when its first two indices are swapped. -/
theorem antisymmetrized_swap_left {V : ι → ι → ι → ι → ℂ} (hV : IsTwoBody V)
    (p q r s : ι) : antisymmetrized V p q r s = -antisymmetrized V q p r s := by
  unfold antisymmetrized
  rw [hV.exchange q p r s, hV.exchange q p s r]
  ring

/-- If the integrals are unchanged by exchange of the particles and Hermitian,
the antisymmetrized integral is Hermitian under exchange of its index pairs. -/
theorem antisymmetrized_hermitian {V : ι → ι → ι → ι → ℂ} (hV : IsTwoBody V)
    (p q r s : ι) : antisymmetrized V p q r s = conj (antisymmetrized V r s p q) := by
  unfold antisymmetrized
  -- the exchange term needs both symmetries of the integrals
  rw [map_sub, ← hV.hermitian p q r s, ← hV.hermitian q p r s, hV.exchange q p r s]

/-- For integrals with particle-exchange symmetry and Hermiticity, `A` is antisymmetric in
each index pair, Hermitian under pair exchange, zero when the first two indices agree,
and `A(p,q,p,q)` is real. -/
theorem antisymmetrized_symmetries {V : ι → ι → ι → ι → ℂ} (hV : IsTwoBody V) :
    (∀ p q r s, antisymmetrized V p q r s = -antisymmetrized V q p r s) ∧
    (∀ p q r s, antisymmetrized V p q r s = -antisymmetrized V p q s r) ∧
    (∀ p q r s, antisymmetrized V p q r s = conj (antisymmetrized V r s p q)) ∧
    (∀ p r s, antisymmetrized V p p r s = 0) ∧
    (∀ p q, (antisymmetrized V p q p q).im = 0) := by
  refine ⟨antisymmetrized_swap_left hV, ?_, antisymmetrized_hermitian hV, ?_, ?_⟩
  · intro p q r s
    unfold antisymmetrized
    ring
  · -- a number equal to its own negative vanishes
    intro p r s
    have h := antisymmetrized_swap_left hV p p r s
    linear_combination (1 / 2 : ℂ) * h
  · -- a number equal to its own conjugate is real
    intro p q
    exact Complex.conj_eq_iff_im.mp (antisymmetrized_hermitian hV p q p q).symm

/-- The electron interaction energy of a determinant is real when the integrals have
particle-exchange symmetry and are Hermitian. -/
theorem interactionEnergy_real {V : ι → ι → ι → ι → ℂ} (hV : IsTwoBody V)
    (occ : Finset ι) : (interactionEnergy V occ).im = 0 := by
  have hreal := (antisymmetrized_symmetries hV).2.2.2.2
  simp [interactionEnergy, hreal]

/-- Grid integrals of a real interaction that is symmetric in the two electrons have
particle-exchange symmetry and are Hermitian. -/
theorem gridIntegral_isTwoBody [Fintype X] (w : X → X → ℝ) (φ : ι → X → ℂ)
    (hw : ∀ x y, w x y = w y x) : IsTwoBody (gridIntegral w φ) := by
  constructor
  · -- rename the two integration variables
    intro p q r s
    unfold gridIntegral
    refine Finset.sum_comm.trans ?_
    refine Finset.sum_congr rfl fun y _ => Finset.sum_congr rfl fun x _ => ?_
    simp only [hw x y]
    ring
  · intro p q r s
    simp only [gridIntegral, map_sum, map_mul, Complex.conj_conj, Complex.conj_ofReal]
    refine Finset.sum_congr rfl fun x _ => Finset.sum_congr rfl fun y _ => ?_
    ring

/-- For a real symmetric interaction on a grid, `A(p,q,r,s)` is half the matrix element of
the interaction between the unnormalised determinants of `p, q` and of `r, s`. -/
theorem antisymmetrized_eq_slater [Fintype X] (w : X → X → ℝ) (φ : ι → X → ℂ)
    (hw : ∀ x y, w x y = w y x) (p q r s : ι) :
    antisymmetrized (gridIntegral w φ) p q r s =
      (1 / 2 : ℂ) * ∑ x, ∑ y,
        conj (slaterPair φ p q x y) * (w x y : ℂ) * slaterPair φ r s x y := by
  have h := antisymmetrized_swap_left (gridIntegral_isTwoBody w φ hw) p q r s
  -- average over the two orders of the first index pair
  calc antisymmetrized (gridIntegral w φ) p q r s
      = (1 / 2 : ℂ) * (antisymmetrized (gridIntegral w φ) p q r s
          - antisymmetrized (gridIntegral w φ) q p r s) := by
        linear_combination (1 / 2 : ℂ) * h
    _ = _ := by
        simp only [antisymmetrized, gridIntegral, slaterPair, ← Finset.sum_sub_distrib,
          map_sub, map_mul]
        congr 1
        refine Finset.sum_congr rfl fun x _ => Finset.sum_congr rfl fun y _ => ?_
        ring

/-- For a real, symmetric and nonnegative interaction on a grid, the real part of the
exchange integral `V(p,q,q,p)` is at most that of the Coulomb integral `V(p,q,p,q)`. -/
theorem exchange_le_coulomb [Fintype X] (w : X → X → ℝ) (φ : ι → X → ℂ)
    (hw : ∀ x y, w x y = w y x) (hpos : ∀ x y, 0 ≤ w x y) (p q : ι) :
    (gridIntegral w φ p q q p).re ≤ (gridIntegral w φ p q p q).re := by
  -- the difference is a weighted sum of squared moduli of the determinant
  have h : antisymmetrized (gridIntegral w φ) p q p q =
      ((1 / 2 * ∑ x, ∑ y, w x y * Complex.normSq (slaterPair φ p q x y) : ℝ) : ℂ) := by
    rw [antisymmetrized_eq_slater w φ hw]
    push_cast
    congr 1
    refine Finset.sum_congr rfl fun x _ => Finset.sum_congr rfl fun y _ => ?_
    rw [Complex.normSq_eq_conj_mul_self]
    ring
  have h0 : 0 ≤ (antisymmetrized (gridIntegral w φ) p q p q).re := by
    rw [h, Complex.ofReal_re]
    exact mul_nonneg (by norm_num) (Finset.sum_nonneg fun x _ =>
      Finset.sum_nonneg fun y _ => mul_nonneg (hpos x y) (Complex.normSq_nonneg _))
  rw [antisymmetrized, Complex.sub_re] at h0
  linarith

/-- Two complex orbitals on two grid points give integrals with both symmetries, among them
`V(0,0,0,1) = 3 - 3i`, and the antisymmetrized integral `A(0,1,0,1) = 2`. -/
theorem isTwoBody_witness :
    let w : Fin 2 → Fin 2 → ℝ := ![![2, 1], ![1, 2]]
    let φ : Fin 2 → Fin 2 → ℂ := ![![1, Complex.I], ![1, 1]]
    IsTwoBody (gridIntegral w φ) ∧
      gridIntegral w φ 0 0 0 1 = 3 - 3 * Complex.I ∧
      antisymmetrized (gridIntegral w φ) 0 1 0 1 = 2 := by
  intro w φ
  refine ⟨gridIntegral_isTwoBody w φ ?_, ?_, ?_⟩
  · intro x y
    fin_cases x <;> fin_cases y <;> simp [w]
  · apply Complex.ext <;> norm_num [gridIntegral, Fin.sum_univ_two, w, φ]
  · apply Complex.ext <;>
      norm_num [antisymmetrized, gridIntegral, Fin.sum_univ_two, w, φ]

end

end AntisymmetrizedIntegrals
```

```lean
#print axioms AntisymmetrizedIntegrals.antisymmetrized_hermitian
#print axioms AntisymmetrizedIntegrals.interactionEnergy_real
#print axioms AntisymmetrizedIntegrals.exchange_le_coulomb
```

```
'AntisymmetrizedIntegrals.antisymmetrized_hermitian' depends on axioms: [propext, Classical.choice, Quot.sound]
'AntisymmetrizedIntegrals.interactionEnergy_real' depends on axioms: [propext, Classical.choice, Quot.sound]
'AntisymmetrizedIntegrals.exchange_le_coulomb' depends on axioms: [propext, Classical.choice, Quot.sound]
```

## From the index algebra to the Lean proofs

`antisymmetrized_swap_left` is the first displayed calculation for $A$. The two rewrites with `hV.exchange` turn $V(q,p,r,s)$ into $V(p,q,s,r)$ and $V(q,p,s,r)$ into $V(p,q,r,s)$, and `ring` compares the signs. In `antisymmetrized_hermitian`, `map_sub` carries the conjugate through the difference. Hermiticity, read from right to left, then removes both conjugates, and one particle exchange puts the second term into the form that it has in $A(p,q,r,s)$.

The main theorem collects these two lemmas. The sign change in the second pair needs only the definition and `ring`. For $p=q$, the hypothesis `h` says that a number equals its own negative, and `linear_combination` with the factor $\tfrac12$ concludes that it is zero. Reality comes from `Complex.conj_eq_iff_im`, which identifies the numbers equal to their conjugate with those of zero imaginary part. `interactionEnergy_real` passes this fact through the double sum and the division by two.

For grid integrals, `Finset.sum_comm` interchanges the two sums. This is the renaming $x\leftrightarrow y$, and `hw` then restores the order of the arguments of `w`. The Hermitian half moves the conjugate inside the sums, where it cancels on the orbitals that were already conjugated and leaves the real `w` alone. In both halves `ring` reorders the factors.

The `calc` block in `antisymmetrized_eq_slater` has the two steps of the hand derivation. The first averages over the two orders of $p$ and $q$; the second combines the sums and compares them point by point.

In `exchange_le_coulomb`, the intermediate statement `h` writes $A(p,q,p,q)$ as half a sum of `w` times `Complex.normSq`, the squared modulus. Each term is nonnegative by `hpos`, which gives `h0`, and `linarith` rearranges that into the inequality between the two integrals.

Finally, `isTwoBody_witness` gives a case in which some integrals are not real. On two points it takes $\varphi_0=(1,i)$ and $\varphi_1=(1,1)$, with $w=2$ for equal points and $w=1$ for different ones. By hand,

$$V(0,0,0,1)=\sum_{x,y}|\varphi_0(x)|^2\,w(x,y)\,\varphi_0^*(y)\,\varphi_1(y)=3(1-i),$$

because $\sum_x w(x,y)=3$ for each $y$. The Coulomb integral $V(0,1,0,1)$ is 6 and the exchange integral $V(0,1,1,0)$ is 4, so $A(0,1,0,1)=2$. Both orbitals have squared norm 2. Normalising them divides every integral by 4, which gives $V(0,0,0,1)=\tfrac34(1-i)$ and $A(0,1,0,1)=\tfrac12$. The two orbitals are not orthogonal, so this last value is not the interaction energy of their normalised determinant. Lean checks $V(0,0,0,1)=3-3i$ and $A(0,1,0,1)=2$, for the orbitals before normalisation, by expanding the sums and comparing real and imaginary parts; the other values are computed by hand.
